# Least squares with $p$ independent columns, $n$ energies and white noise of variance $v$: expected squared error $(n-p)v$ in training, $(n+p)v$ on fresh data at the same structures

Q: I fit $p$ cluster-expansion couplings to $n$ alloy energies, then multiply the squared training residual by $(n+p)/(n-p)$ to estimate the squared error against a fresh set of energies at the same structures. What model supports that factor?

A: A linear one, $y=XJ+\varepsilon$. The rows of $X$ are structures, its columns are cluster correlations, $J$ holds the true couplings and $\varepsilon$ is random noise. In Lean, `n` and `p` are index types, and the numbers $n$ and $p$ are their cardinalities. `Ω` and `Ω'` list the outcomes of the training noise and the fresh noise.

```lean
import Mathlib

open Matrix

namespace ClusterExpansionFit

noncomputable section

variable {n p Ω Ω' : Type*} [Fintype n] [DecidableEq n] [Fintype p] [DecidableEq p]
  [Fintype Ω] [Fintype Ω']
```

Averages $E$ are finite weighted sums, and errors are summed over structures; divide by $n$ for a mean per structure.

```lean
/-- The sum of `f` over finitely many outcomes with weights `w`, which is the average of `f` when
the weights are probabilities. -/
def expect (w f : Ω → ℝ) : ℝ := ∑ ω, w ω * f ω

/-- The sum of the squared components of a vector. -/
def sqNorm (u : n → ℝ) : ℝ := u ⬝ᵥ u
```

Q: Must the noise be Gaussian?

A: No. It is enough that the noise has mean zero and $E[\varepsilon_i\varepsilon_j]=v\,\delta_{ij}$, where $v$ is the variance of one energy. That describes statistical scatter of equal size in every energy, uncorrelated between structures, as in separate stochastic electronic-structure runs converged to the same error bar. The systematic error of a truncated expansion is not of this kind. The Lean statements cover noise with finitely many values, which leaves out Gaussian noise; there the same argument works with integrals in place of the sums over outcomes.

```lean
/-- The noise `ε` takes finitely many values with probabilities `w`, has mean zero and
covariance `v` times the identity. -/
structure IsWhiteNoise (w : Ω → ℝ) (ε : Ω → n → ℝ) (v : ℝ) : Prop where
  nonneg : ∀ ω, 0 ≤ w ω
  total : ∑ ω, w ω = 1
  mean : ∀ i, expect w (fun ω => ε ω i) = 0
  cov : ∀ i j, expect w (fun ω => ε ω i * ε ω j) = if i = j then v else 0
```

Q: And what are "fit" and "test error" here?

A: The fit is $\hat J=(X^TX)^{-1}X^Ty$, and the hat matrix $H=X(X^TX)^{-1}X^T$ turns energies into fitted energies. `trainError` compares the fit with its own data. `testError` compares it with $XJ+\varepsilon'$, averaging over $\varepsilon'$ and $\varepsilon$ separately, which expresses their independence. The two noises may have different distributions, but the test-error results below require both to be white with the same variance $v$. Both errors use the same $X$, so prediction for new structures is a different question.

```lean
/-- The least-squares couplings `(XᵀX)⁻¹ Xᵀ y` fitted to the energies `y`, for a matrix `X`
with independent columns. -/
def fit (X : Matrix n p ℝ) (y : n → ℝ) : p → ℝ := (Xᵀ * X)⁻¹ *ᵥ (Xᵀ *ᵥ y)

/-- The hat matrix `X (XᵀX)⁻¹ Xᵀ`, for a matrix `X` with independent columns. -/
def hat (X : Matrix n p ℝ) : Matrix n n ℝ := X * (Xᵀ * X)⁻¹ * Xᵀ

/-- The expected squared residual of the fit on its own training energies `XJ + ε`. -/
def trainError (w : Ω → ℝ) (ε : Ω → n → ℝ) (X : Matrix n p ℝ) (J : p → ℝ) : ℝ :=
  expect w fun ω => sqNorm (X *ᵥ J + ε ω - X *ᵥ fit X (X *ᵥ J + ε ω))

/-- The expected squared error of the fit to `XJ + ε` against new energies `XJ + ε'` at the same
structures, with `ε'` independent of `ε`. -/
def testError (w : Ω → ℝ) (ε : Ω → n → ℝ) (w' : Ω' → ℝ) (ε' : Ω' → n → ℝ)
    (X : Matrix n p ℝ) (J : p → ℝ) : ℝ :=
  expect w fun ω => expect w' fun ω' =>
    sqNorm (X *ᵥ J + ε' ω' - X *ᵥ fit X (X *ᵥ J + ε ω))
```

Q: Why does the inverse exist?

A: If $X^TXu=0$, then $|Xu|^2=u\cdot X^TXu=0$, so $Xu=0$, and independent columns give $u=0$. The Lean proof applies this to the difference $u=a-b$ of two vectors with equal images.

```lean
omit [DecidableEq n] in
/-- If the columns of `X` are independent, the normal matrix `XᵀX` is invertible. -/
theorem isUnit_gram {X : Matrix n p ℝ} (hX : LinearIndependent ℝ X.col) :
    IsUnit (Xᵀ * X).det := by
  rw [← isUnit_iff_isUnit_det, ← mulVec_injective_iff_isUnit]
  intro a b hab
  have hd : (Xᵀ * X) *ᵥ (a - b) = 0 := by
    rw [mulVec_sub]
    exact sub_eq_zero.mpr hab
  -- a null vector of the normal matrix is a null vector of X
  have h0 : (X *ᵥ (a - b)) ⬝ᵥ (X *ᵥ (a - b)) = 0 := by
    rw [dotProduct_mulVec, ← mulVec_transpose, mulVec_mulVec, hd, zero_dotProduct]
  have h1 := dotProduct_self_eq_zero.mp h0
  apply mulVec_injective_iff.mpr hX
  rw [← sub_eq_zero, ← mulVec_sub]
  exact h1
```

Q: Is that formula really the least-squares fit?

A: Yes. The residual $r=y-X\hat J$ satisfies $X^Tr=X^Ty-X^Ty=0$. For any other couplings $K$, the cross term therefore vanishes and
$$|y-XK|^2=|r|^2+|X(\hat J-K)|^2>|r|^2 .$$
In the code, `ho` is the orthogonality and `hpos` the strict inequality.

```lean
/-- For independent columns, any couplings `K` other than the fitted ones give a strictly larger
squared residual. -/
theorem fit_unique_minimiser {X : Matrix n p ℝ} (hX : LinearIndependent ℝ X.col)
    (y : n → ℝ) (K : p → ℝ) (hK : K ≠ fit X y) :
    sqNorm (y - X *ᵥ fit X y) < sqNorm (y - X *ᵥ K) := by
  -- normal equations: the residual is orthogonal to the columns of X
  have hr : Xᵀ *ᵥ (y - X *ᵥ fit X y) = 0 := by
    rw [mulVec_sub, mulVec_mulVec, fit, mulVec_mulVec, mul_nonsing_inv _ (isUnit_gram hX),
      one_mulVec, sub_self]
  have ho : (y - X *ᵥ fit X y) ⬝ᵥ (X *ᵥ (fit X y - K)) = 0 := by
    rw [dotProduct_mulVec, ← mulVec_transpose, hr, zero_dotProduct]
  have hne : X *ᵥ (fit X y - K) ≠ 0 := by
    intro h
    rw [mulVec_sub, sub_eq_zero] at h
    exact hK (mulVec_injective_iff.mpr hX h).symm
  have hpos : 0 < (X *ᵥ (fit X y - K)) ⬝ᵥ (X *ᵥ (fit X y - K)) := by
    refine lt_of_le_of_ne ?_ (fun h => hne (dotProduct_self_eq_zero.mp h.symm))
    exact Finset.sum_nonneg fun i _ => mul_self_nonneg _
  have hs : y - X *ᵥ K = (y - X *ᵥ fit X y) + X *ᵥ (fit X y - K) := by
    rw [mulVec_sub]
    abel
  rw [hs, sqNorm, sqNorm, add_dotProduct, dotProduct_add, dotProduct_add, ho,
    dotProduct_comm (X *ᵥ (fit X y - K)) (y - X *ᵥ fit X y), ho]
  linarith
```

Q: Where does $p$ enter?

A: Through a trace. Cancelling the inverse gives $HX=X$. Transposing gives $H^T=H$, and $HX=X$ gives $H^2=H$. Cycling the trace,
$$\operatorname{tr}H=\operatorname{tr}\big(X^TX(X^TX)^{-1}\big)=p .$$

```lean
/-- For independent columns, the hat matrix leaves `X` unchanged, is symmetric and idempotent,
and its trace is the number of couplings. -/
theorem hat_properties {X : Matrix n p ℝ} (hX : LinearIndependent ℝ X.col) :
    hat X * X = X ∧ (hat X)ᵀ = hat X ∧ hat X * hat X = hat X ∧
      (hat X).trace = Fintype.card p := by
  have hu := isUnit_gram hX
  have h1 : hat X * X = X := by
    rw [hat, Matrix.mul_assoc, Matrix.mul_assoc, nonsing_inv_mul _ hu, Matrix.mul_one]
  refine ⟨h1, ?_, ?_, ?_⟩
  · simp only [hat, transpose_mul, transpose_nonsing_inv, transpose_transpose, Matrix.mul_assoc]
  · calc hat X * hat X = (hat X * X) * ((Xᵀ * X)⁻¹ * Xᵀ) := by
          simp only [hat, Matrix.mul_assoc]
      _ = hat X := by rw [h1, hat, Matrix.mul_assoc]
  · rw [hat, trace_mul_comm, ← Matrix.mul_assoc, mul_nonsing_inv _ hu, trace_one]
```

The fitted energies are then $H(XJ+\varepsilon)=XJ+H\varepsilon$.

```lean
/-- For independent columns, the energies fitted to `XJ + e` are the true energies `XJ` plus the
noise `e` projected by the hat matrix. -/
theorem fitted_energies {X : Matrix n p ℝ} (hX : LinearIndependent ℝ X.col)
    (J : p → ℝ) (e : n → ℝ) :
    X *ᵥ fit X (X *ᵥ J + e) = X *ᵥ J + hat X *ᵥ e := by
  have h : ∀ y, X *ᵥ fit X y = hat X *ᵥ y := fun y => by
    simp only [fit, hat, mulVec_mulVec, Matrix.mul_assoc]
  rw [h, mulVec_add, mulVec_mulVec, (hat_properties hX).1]
```

For any vector $a$, symmetry and idempotence give $|H\varepsilon|^2=\varepsilon\cdot H\varepsilon$, so
$$|a-H\varepsilon|^2=a\cdot a-2a\cdot H\varepsilon+\varepsilon\cdot H\varepsilon .$$

```lean
/-- For independent columns, the squared distance between a vector `a` and the projected noise
`He` is `a·a - 2 a·He + e·He`, with `H` the hat matrix. -/
theorem sqNorm_sub_hat {X : Matrix n p ℝ} (hX : LinearIndependent ℝ X.col) (a e : n → ℝ) :
    sqNorm (a - hat X *ᵥ e) = a ⬝ᵥ a - 2 * (a ⬝ᵥ hat X *ᵥ e) + e ⬝ᵥ hat X *ᵥ e := by
  obtain ⟨_, hT, hI, _⟩ := hat_properties hX
  have h : (hat X *ᵥ e) ⬝ᵥ (hat X *ᵥ e) = e ⬝ᵥ hat X *ᵥ e := by
    rw [dotProduct_mulVec, ← mulVec_transpose, hT, mulVec_mulVec, hI, dotProduct_comm]
  rw [sqNorm, sub_dotProduct, dotProduct_sub, dotProduct_sub, h,
    dotProduct_comm (hat X *ᵥ e) a]
  ring
```

Q: Now the averages.

A: For a fixed matrix $M$,
$$E[\varepsilon\cdot M\varepsilon]=\sum_{ij}M_{ij}E[\varepsilon_i\varepsilon_j]=v\operatorname{tr}M .$$
Lean exchanges the finite sums and inserts the covariance.

```lean
/-- The average of the quadratic form `ε·Mε` over white noise of variance `v` is `v` times the
trace of `M`. -/
theorem expected_quadratic {w : Ω → ℝ} {ε : Ω → n → ℝ} {v : ℝ} (h : IsWhiteNoise w ε v)
    (M : Matrix n n ℝ) : expect w (fun ω => ε ω ⬝ᵥ M *ᵥ ε ω) = v * M.trace := by
  have h1 : expect w (fun ω => ε ω ⬝ᵥ M *ᵥ ε ω) =
      ∑ i, ∑ j, M i j * expect w (fun ω => ε ω i * ε ω j) := by
    simp only [expect, dotProduct, mulVec, Finset.mul_sum]
    rw [Finset.sum_comm]
    refine Finset.sum_congr rfl fun i _ => ?_
    rw [Finset.sum_comm]
    exact Finset.sum_congr rfl fun j _ => Finset.sum_congr rfl fun ω _ => by ring
  rw [h1]
  simp_rw [h.cov]
  simp [Matrix.trace, Finset.mul_sum, mul_comm]
```

The training residual is $\varepsilon-H\varepsilon$. Setting $a=\varepsilon$ gives $\varepsilon\cdot(1-H)\varepsilon$, with average $(n-p)v$.

```lean
/-- For independent columns and white noise of variance `v`, the expected squared training
residual of a least-squares fit of `p` couplings to `n` energies is `(n - p) v`. -/
theorem training_error {X : Matrix n p ℝ} (hX : LinearIndependent ℝ X.col) (J : p → ℝ)
    {w : Ω → ℝ} {ε : Ω → n → ℝ} {v : ℝ} (h : IsWhiteNoise w ε v) :
    trainError w ε X J = ((Fintype.card n : ℝ) - Fintype.card p) * v := by
  -- the residual is the noise seen through 1 - H
  have hr : ∀ e, sqNorm (X *ᵥ J + e - X *ᵥ fit X (X *ᵥ J + e)) =
      e ⬝ᵥ (1 - hat X) *ᵥ e := fun e => by
    rw [fitted_energies hX, add_sub_add_left_eq_sub, sqNorm_sub_hat hX, sub_mulVec,
      one_mulVec, dotProduct_sub]
    ring
  simp only [trainError, hr]
  rw [expected_quadratic h, trace_sub, trace_one, (hat_properties hX).2.2.2]
  ring
```

The test error is $\varepsilon'-H\varepsilon$, so $a=\varepsilon'$. Averaging over $\varepsilon'$ first gives $nv+\varepsilon\cdot H\varepsilon$, because the cross term has mean zero (`lin`; `split` collects the three terms). Averaging over $\varepsilon$ adds $pv$.

```lean
/-- For independent columns and white training noise of variance `v`, the expected squared error of
a least-squares fit of `p` couplings to `n` energies, against new energies at the same structures
with independent white noise of the same variance, is `(n + p) v`. -/
theorem test_error {X : Matrix n p ℝ} (hX : LinearIndependent ℝ X.col) (J : p → ℝ)
    {w : Ω → ℝ} {ε : Ω → n → ℝ} {w' : Ω' → ℝ} {ε' : Ω' → n → ℝ} {v : ℝ}
    (h : IsWhiteNoise w ε v) (h' : IsWhiteNoise w' ε' v) :
    testError w ε w' ε' X J = ((Fintype.card n : ℝ) + Fintype.card p) * v := by
  -- the fresh noise has zero average overlap with any fixed vector
  have lin : ∀ b : n → ℝ, expect w' (fun ω => ε' ω ⬝ᵥ b) = 0 := fun b => by
    simp only [expect, dotProduct, Finset.mul_sum]
    rw [Finset.sum_comm]
    refine Finset.sum_eq_zero fun i _ => ?_
    have hm := h'.mean i
    simp only [expect] at hm
    simp only [← mul_assoc]
    rw [← Finset.sum_mul, hm, zero_mul]
  have quad := expected_quadratic h' 1
  simp only [one_mulVec, trace_one] at quad
  have split : ∀ (b : n → ℝ) (c : ℝ),
      expect w' (fun ω => ε' ω ⬝ᵥ ε' ω - 2 * (ε' ω ⬝ᵥ b) + c) =
        v * Fintype.card n + c := fun b c => by
    have hs : expect w' (fun ω => ε' ω ⬝ᵥ ε' ω - 2 * (ε' ω ⬝ᵥ b) + c) =
        expect w' (fun ω => ε' ω ⬝ᵥ ε' ω) - 2 * expect w' (fun ω => ε' ω ⬝ᵥ b)
          + (∑ ω, w' ω) * c := by
      simp only [expect]
      rw [Finset.mul_sum, Finset.sum_mul, ← Finset.sum_sub_distrib, ← Finset.sum_add_distrib]
      exact Finset.sum_congr rfl fun ω _ => by ring
    rw [hs, quad, lin, h'.total]
    ring
  simp only [testError, fitted_energies hX, add_sub_add_left_eq_sub, sqNorm_sub_hat hX, split]
  -- average over the training noise
  have hq := expected_quadratic h (hat X)
  rw [(hat_properties hX).2.2.2] at hq
  simp only [expect] at hq ⊢
  simp only [mul_add, Finset.sum_add_distrib]
  rw [hq, ← Finset.sum_mul, h.total]
  ring
```

Q: So my factor is right?

A: For expected values, when $p<n$. The squared residual of a single fit generally fluctuates about its expected value, and the estimate made from it then does too.

```lean
/-- For independent columns, white noise of equal variance and fewer couplings than energies, the
expected training residual times `(n + p)/(n - p)` is the expected test error. -/
theorem test_error_from_training {X : Matrix n p ℝ} (hX : LinearIndependent ℝ X.col)
    (J : p → ℝ) {w : Ω → ℝ} {ε : Ω → n → ℝ} {w' : Ω' → ℝ} {ε' : Ω' → n → ℝ} {v : ℝ}
    (h : IsWhiteNoise w ε v) (h' : IsWhiteNoise w' ε' v)
    (hpn : Fintype.card p < Fintype.card n) :
    ((Fintype.card n : ℝ) + Fintype.card p) / ((Fintype.card n : ℝ) - Fintype.card p) *
      trainError w ε X J = testError w ε w' ε' X J := by
  have hc : (Fintype.card p : ℝ) < Fintype.card n := by exact_mod_cast hpn
  have hd : (Fintype.card n : ℝ) - Fintype.card p ≠ 0 := (sub_pos.mpr hc).ne'
  rw [training_error hX J h, test_error hX J h h', ← mul_assoc, div_mul_cancel₀ _ hd]
```

Q: What if my energies share an error?

A: Then it can fail badly. Take two structures, one coupling and $X=(1,1)^T$, with $\varepsilon=(s,s)$ and $s=\pm\sqrt v$ equally likely, where $v>0$. Each energy has mean-zero noise of variance $v$, but the two are correlated. The fit absorbs the noise completely: the training residual is $0$, not $v$. Against an independent copy $(s',s')$ the expected error is $2E[(s'-s)^2]=4v$, not $3v$.

Q: Does any noise meet your conditions exactly?

A: Yes, for every $v\ge0$ and at least one structure. Choose a structure and a sign uniformly, and shift that energy alone by $\pm\sqrt{nv}$. The signs cancel in the mean, each variance is $(1/n)\,nv=v$, and products of different components are always zero.

```lean
/-- Noise that picks one of the `n` structures and a sign uniformly at random, and shifts that
energy alone by `±√(n v)`, is white noise of variance `v ≥ 0`. -/
theorem isWhiteNoise_witness [Nonempty n] {v : ℝ} (hv : 0 ≤ v) :
    IsWhiteNoise (fun _ : n × Bool => (2 * (Fintype.card n : ℝ))⁻¹)
      (fun a i => if a.1 = i then
        (if a.2 = true then √(Fintype.card n * v) else -√(Fintype.card n * v)) else 0) v := by
  have hN : (Fintype.card n : ℝ) ≠ 0 := by exact_mod_cast Fintype.card_ne_zero
  have hc : (2 * (Fintype.card n : ℝ))⁻¹ * (2 * Fintype.card n) = 1 :=
    inv_mul_cancel₀ (mul_ne_zero two_ne_zero hN)
  have hs : √(Fintype.card n * v) * √(Fintype.card n * v) = Fintype.card n * v :=
    Real.mul_self_sqrt (by positivity)
  refine ⟨fun _ => by positivity, ?_, fun i => ?_, fun i j => ?_⟩
  · rw [Finset.sum_const, Finset.card_univ, Fintype.card_prod, Fintype.card_bool, nsmul_eq_mul]
    push_cast
    linear_combination hc
  · simp only [expect, Fintype.sum_prod_type, Fintype.sum_bool]
    refine Finset.sum_eq_zero fun k _ => ?_
    by_cases hk : k = i <;> simp [hk]
  · simp only [expect, Fintype.sum_prod_type, Fintype.sum_bool]
    rw [Finset.sum_eq_single i]
    · by_cases hij : i = j
      · simp only [hij, ↓reduceIte, Bool.false_eq_true]
        linear_combination 2 * (2 * (Fintype.card n : ℝ))⁻¹ * hs + v * hc
      · simp [hij]
    · intro k _ hk
      simp [hk]
    · intro hi
      exact absurd (Finset.mem_univ i) hi

end

end ClusterExpansionFit
```

```lean
#print axioms ClusterExpansionFit.fit_unique_minimiser
#print axioms ClusterExpansionFit.test_error
#print axioms ClusterExpansionFit.test_error_from_training
```

```
'ClusterExpansionFit.fit_unique_minimiser' depends on axioms: [propext, Classical.choice, Quot.sound]
'ClusterExpansionFit.test_error' depends on axioms: [propext, Classical.choice, Quot.sound]
'ClusterExpansionFit.test_error_from_training' depends on axioms: [propext, Classical.choice, Quot.sound]
```
